# No N-point real field with real weights matches the standard Gaussian moments through order 2N

In auxiliary-field Monte Carlo, a two-body interaction can be written, up to one-body terms, as a combination of squares of Hermitian one-body operators. After the terms are split, a term −λA²/2 with λ > 0 enters each imaginary-time step through a factor exp(s²A²/2), where s² is λ times the time step. The Hubbard-Stratonovich identity turns it into an average of one-body factors exp(stA) over a Gaussian field t. A discrete field replaces the Gaussian by N values x_i with weights w_i, which leaves a finite sum to sample. For one eigenvalue of A, absorbed into s, the replacement reads

exp(s²/2) ≈ ∑_i w_i exp(s x_i).

Expanding both sides in s compares moments of the two fields. How many orders can N points get right, if the values and weights are real and do not depend on s? Starting from order 0, the agreement cannot extend past order 2N − 1, even with negative weights.

## The two fields and their moments

```lean
import Mathlib

open MeasureTheory ProbabilityTheory

namespace DiscreteHubbardStratonovich

noncomputable section
```

The first line loads Mathlib, Lean's mathematical library. The next two make its measure and probability names available and open a namespace for the definitions below. The last tells Lean that these definitions need not be executable.

```lean
/-- The moment of order `k` of the standard Gaussian auxiliary field. -/
def gaussianMoment (k : ℕ) : ℝ := ∫ t, t ^ k ∂(gaussianReal 0 1)
```

This defines the Gaussian moment

m_k = ∫ t^k dγ(t),

where γ is the normal distribution with mean 0 and variance 1, written `gaussianReal 0 1`. Its density is exp(−t²/2)/√(2π). A field with weight exp(−t²) would need rescaling first.

```lean
/-- The moment of order `k` of a discrete field with values `x i` and weights `w i`. -/
def fieldMoment {N : ℕ} (x w : Fin N → ℝ) (k : ℕ) : ℝ := ∑ i, w i * x i ^ k
```

The discrete moment is

M_k = ∑_i w_i x_i^k.

The type `Fin N → ℝ` is a list of N real numbers, with i running from 0 to N − 1. Nothing requires the weights to be positive or the values to be distinct. Normalisation, ∑_i w_i = 1, is not built in either; it is the matching condition at k = 0.

```lean
/-- The discrete Hubbard-Stratonovich average of `exp (s x)` at coupling `s`. -/
def fieldAverage {N : ℕ} (x w : Fin N → ℝ) (s : ℝ) : ℝ := ∑ i, w i * Real.exp (s * x i)
```

This is the discrete side of the Hubbard-Stratonovich formula,

F(s) = ∑_i w_i exp(s x_i).

The lists `x` and `w` are fixed before `s` is chosen. Fields whose values are tuned to the coupling are therefore not covered. Such a field can be exact for an operator with few eigenvalues: if A has only the eigenvalues −1, 0 and 1 and s ≠ 0, the two values ±a with weights ½ and cosh(sa) = exp(s²/2) reproduce the factor exactly.

## Averages of polynomials

```lean
lemma zero_mem_interior : (0 : ℝ) ∈ interior (integrableExpSet id (gaussianReal 0 1)) := by
  simp [integrableExpSet_id_gaussianReal]
```

A `lemma` or `theorem` gives a name, then the statement after the colon, then the proof after `:=`. This one says that s = 0 lies inside the set of s for which exp(st) has a finite Gaussian average. That set is the whole real line.

```lean
lemma integrable_moment (k : ℕ) : Integrable (fun t : ℝ => t ^ k) (gaussianReal 0 1) := by
  simpa using integrable_pow_of_mem_interior_integrableExpSet zero_mem_interior k
```

It follows that every power t^k is integrable, so all Gaussian moments are finite.

```lean
/-- The Gaussian average of a polynomial is the combination of Gaussian moments given by
its coefficients. -/
theorem gaussian_average_polynomial (p : Polynomial ℝ) :
    ∫ t, p.eval t ∂(gaussianReal 0 1)
      = ∑ k ∈ Finset.range (p.natDegree + 1), p.coeff k * gaussianMoment k := by
  simp_rw [Polynomial.eval_eq_sum_range]
  rw [integral_finsetSum _ (fun k _ => (integrable_moment k).const_mul _)]
  simp_rw [integral_const_mul, gaussianMoment]
```

Write a polynomial of degree d as p(t) = ∑_{k=0}^{d} c_k t^k. Linearity of the integral gives

∫ p dγ = ∑_{k=0}^{d} c_k m_k.

In Lean, `p.coeff k` is c_k, and `Finset.range (p.natDegree + 1)` is the set of orders 0, …, d. The proof expands p, exchanges the integral with the finite sum, and takes out the constants. The exchange uses the integrability just established.

```lean
/-- The discrete-field average of a polynomial is the same combination of discrete moments. -/
theorem field_average_polynomial {N : ℕ} (x w : Fin N → ℝ) (p : Polynomial ℝ) :
    ∑ i, w i * p.eval (x i)
      = ∑ k ∈ Finset.range (p.natDegree + 1), p.coeff k * fieldMoment x w k := by
  simp only [Polynomial.eval_eq_sum_range, fieldMoment, Finset.mul_sum]
  rw [Finset.sum_comm]
  refine Finset.sum_congr rfl fun k _ => Finset.sum_congr rfl fun i _ => ?_
  ring
```

The discrete field obeys the same rule:

∑_i w_i p(x_i) = ∑_{k=0}^{d} c_k M_k.

Here the proof only exchanges two finite sums, with `Finset.sum_comm`. If two fields share all moments up to order d, they therefore give the same average to every polynomial of degree at most d.

## A polynomial the discrete field cannot see

```lean
/-- The Gaussian average of the squared product of distances to the field values is positive. -/
theorem nodal_average_pos {N : ℕ} (x : Fin N → ℝ) :
    0 < ∫ t, ∏ i, (t - x i) ^ 2 ∂(gaussianReal 0 1) := by
  have hint : Integrable (fun t : ℝ => ∏ i, (t - x i) ^ 2) (gaussianReal 0 1) := by
    have h : (fun t : ℝ => ∏ i, (t - x i) ^ 2)
        = fun t => (∏ i, (Polynomial.X - Polynomial.C (x i)) ^ 2 : Polynomial ℝ).eval t := by
      funext t
      simp [Polynomial.eval_prod]
    rw [h]
    simp_rw [Polynomial.eval_eq_sum_range]
    exact integrable_finsetSum _ fun k _ => (integrable_moment k).const_mul _
  rw [integral_pos_iff_support_of_nonneg
    (fun t => Finset.prod_nonneg fun i _ => sq_nonneg (t - x i)) hint]
  -- the product vanishes only on the finite set of field values, which has measure zero
  have : NullSingletonClass (gaussianReal 0 1) :=
    ProbabilityTheory.nullSingletonClass_gaussianReal one_ne_zero
  have hone : gaussianReal 0 1 (Set.range x)ᶜ = 1 := by
    rw [prob_compl_eq_one_iff (Set.finite_range x).measurableSet]
    exact (Set.finite_range x).measure_zero _
  have hsub : (Set.range x)ᶜ ⊆ Function.support (fun t : ℝ => ∏ i, (t - x i) ^ 2) :=
    fun t ht => Finset.prod_ne_zero_iff.2 fun i _ =>
      pow_ne_zero 2 (sub_ne_zero.2 fun h => ht ⟨i, h.symm⟩)
  exact lt_of_lt_of_le (by rw [hone]; exact one_pos) (measure_mono hsub)
```

Consider

q(t) = ∏_i (t − x_i)².

The theorem says that ∫ q dγ > 0. By hand, q is nonnegative and vanishes only at the field values. These are finitely many points, and a distribution with a density gives them probability zero. So q is positive with probability one, and its average is positive.

The proof has the same parts. The step `hint` shows that q is integrable. The `rw` that follows reduces positivity of the integral to positive measure of the set where q ≠ 0. Then `hone` says that the complement of the field values has probability 1, and `hsub` says that q is nonzero there.

```lean
/-- If an `N`-point field matches all Gaussian moments of order below `2N`, its moment of order
`2N` falls short by the Gaussian average of the squared product of distances to the field
values. -/
theorem moment_defect {N : ℕ} (x w : Fin N → ℝ)
    (h : ∀ k < 2 * N, fieldMoment x w k = gaussianMoment k) :
    gaussianMoment (2 * N) - fieldMoment x w (2 * N)
      = ∫ t, ∏ i, (t - x i) ^ 2 ∂(gaussianReal 0 1) := by
  let q : Polynomial ℝ := ∏ i, (Polynomial.X - Polynomial.C (x i)) ^ 2
  have hmonic : q.Monic :=
    Polynomial.monic_prod_of_monic _ _ fun i _ => (Polynomial.monic_X_sub_C (x i)).pow 2
  have hdeg : q.natDegree = 2 * N := by
    have h1 := Polynomial.natDegree_prod_of_monic Finset.univ
      (fun i => (Polynomial.X - Polynomial.C (x i)) ^ 2)
      (fun i _ => (Polynomial.monic_X_sub_C (x i)).pow 2)
    refine h1.trans ?_
    simp [Polynomial.natDegree_pow, mul_comm]
  have hlead : q.coeff (2 * N) = 1 := by
    rw [← hdeg]
    exact hmonic.coeff_natDegree
  have heval : ∀ t, q.eval t = ∏ i, (t - x i) ^ 2 := fun t => by
    simp [q, Polynomial.eval_prod]
  -- the discrete average of `q` vanishes, since `q` is zero at every field value
  have hzero : ∑ i, w i * q.eval (x i) = 0 := by
    refine Finset.sum_eq_zero fun i _ => ?_
    rw [heval, Finset.prod_eq_zero (Finset.mem_univ i) (by simp), mul_zero]
  have hg := gaussian_average_polynomial q
  have hf := field_average_polynomial x w q
  rw [hdeg, Finset.sum_range_succ, hlead] at hg hf
  have hlow : ∑ k ∈ Finset.range (2 * N), q.coeff k * fieldMoment x w k
      = ∑ k ∈ Finset.range (2 * N), q.coeff k * gaussianMoment k :=
    Finset.sum_congr rfl fun k hk => by rw [h k (Finset.mem_range.1 hk)]
  simp_rw [heval] at hg
  rw [hzero, hlow] at hf
  linarith
```

This theorem measures the failure. Suppose M_k = m_k for every k < 2N. Then

m_{2N} − M_{2N} = ∫ ∏_i (t − x_i)² dγ(t).

To derive it, expand q. It has N squared factors, each with leading term t², so

q(t) = t^{2N} + ∑_{k<2N} c_k t^k.

Every x_i is a zero of q, so its discrete average vanishes whatever the weights are:

0 = M_{2N} + ∑_{k<2N} c_k M_k.

The Gaussian average is

∫ q dγ = m_{2N} + ∑_{k<2N} c_k m_k.

By hypothesis the two sums over k < 2N are equal. Subtracting the first equation from the second leaves the claim.

In the Lean proof, `hmonic`, `hdeg` and `hlead` establish that q has degree 2N and leading coefficient 1. The vanishing discrete average is `hzero`. The two expansions are `hg` and `hf`, and `Finset.sum_range_succ` splits off their top terms. The hypothesis enters in `hlow`, and `linarith` does the subtraction.

```lean
/-- No `N` real field values with real weights of any sign reproduce all standard Gaussian
moments of orders `0` through `2N`. -/
theorem no_field_matches_through_two_mul {N : ℕ} (x w : Fin N → ℝ) :
    ¬ ∀ k ≤ 2 * N, fieldMoment x w k = gaussianMoment k := by
  intro h
  have h1 := moment_defect x w fun k hk => h k hk.le
  have h2 := nodal_average_pos x
  have h3 := h (2 * N) le_rfl
  linarith
```

This is the main result. The symbol `¬` means "not" and `∀ k ≤ 2 * N` means "for all k up to 2N", so the statement reads: it is not the case that M_k = m_k for all k = 0, …, 2N.

Suppose all these moments did match. The defect formula would apply, and its left side would be zero because the moments of order 2N agree. Its right side is positive, a contradiction. The proof collects these three facts as `h1`, `h2` and `h3`.

A field may still match the moment of order 2N if it misses a lower one. For N = 0 the statement also holds: the empty sum gives M_0 = 0, while m_0 = 1.

## Back to the Hubbard-Stratonovich formula

```lean
/-- The derivatives of `exp (s² / 2)` at zero coupling are the Gaussian moments. -/
theorem iteratedDeriv_gaussian (k : ℕ) :
    iteratedDeriv k (fun s : ℝ => Real.exp (s ^ 2 / 2)) 0 = gaussianMoment k := by
  have h := iteratedDeriv_mgf_zero zero_mem_interior k
  rw [mgf_id_gaussianReal] at h
  simpa [gaussianMoment] using h
```

The notation `iteratedDeriv k f 0` is the k-th derivative of f at 0. Starting from

exp(s²/2) = ∫ exp(st) dγ(t),

k derivatives under the integral bring down t^k, and setting s = 0 leaves m_k. Mathlib already contains both the derivative rule for moment generating functions and the Gaussian formula; the proof combines them.

```lean
lemma iteratedDeriv_fieldAverage {N : ℕ} (x w : Fin N → ℝ) (k : ℕ) :
    iteratedDeriv k (fieldAverage x w)
      = fun s => ∑ i, w i * x i ^ k * Real.exp (s * x i) := by
  induction k with
  | zero => funext s; simp [fieldAverage]
  | succ k ih =>
    rw [iteratedDeriv_succ, ih]
    funext s
    apply HasDerivAt.deriv
    apply HasDerivAt.fun_sum
    intro i _
    have h : HasDerivAt (fun s : ℝ => s * x i) (x i) s := hasDerivAt_mul_const (x i)
    exact (h.exp.const_mul (w i * x i ^ k)).congr_deriv (by ring)
```

For the discrete field, differentiating term by term gives

F^(k)(s) = ∑_i w_i x_i^k exp(s x_i).

The proof is an induction on k, in which each further derivative brings down one more factor x_i. At s = 0 the result is M_k.

```lean
/-- The average of `exp (s x)` over an `N`-point field cannot agree with `exp (s² / 2)` in all
derivatives of orders `0` through `2N` at `s = 0`. -/
theorem no_hubbard_stratonovich_through_two_mul {N : ℕ} (x w : Fin N → ℝ) :
    ¬ ∀ k ≤ 2 * N, iteratedDeriv k (fieldAverage x w) 0
      = iteratedDeriv k (fun s : ℝ => Real.exp (s ^ 2 / 2)) 0 := by
  intro h
  refine no_field_matches_through_two_mul x w fun k hk => ?_
  have hk' := h k hk
  rw [iteratedDeriv_gaussian, iteratedDeriv_fieldAverage] at hk'
  simpa [fieldMoment] using hk'
```

The derivatives of F(s) and exp(s²/2) at s = 0 therefore cannot all agree for orders 0 through 2N. If they did, the moments would agree too, against the main result. Dividing by k! gives the same statement for Taylor coefficients.

For simulation practice, this limits a single interaction factor with a fixed real N-point field: since s² is proportional to the time step Δτ, the leading error of the scalar formula is of order Δτ^N at best. Splitting errors between non-commuting terms and statistical errors are separate matters.

## Two points reach order three

```lean
/-- Gaussian moments two orders apart are related by `m (k + 2) = (k + 1) m k`. -/
theorem gaussianMoment_add_two (k : ℕ) :
    gaussianMoment (k + 2) = (k + 1) * gaussianMoment k := by
  let f : ℝ → ℝ := fun s => Real.exp (s ^ 2 / 2)
  have hD : ∀ (n : ℕ) (s : ℝ),
      HasDerivAt (iteratedDeriv n f) (iteratedDeriv (n + 1) f s) s := by
    intro n s
    have hf : ContDiff ℝ ((n + 1 : ℕ) : WithTop ℕ∞) f := by
      dsimp only [f]
      fun_prop
    rw [iteratedDeriv_succ]
    exact (hf.differentiable_iteratedDeriv n
      (by exact_mod_cast Nat.lt_succ_self n) s).hasDerivAt
  have h1 : iteratedDeriv 1 f = fun s => s * iteratedDeriv 0 f s := by
    funext s
    rw [iteratedDeriv_one, iteratedDeriv_zero]
    have h : HasDerivAt (fun s : ℝ => s ^ 2 / 2) s s :=
      ((hasDerivAt_pow 2 s).div_const 2).congr_deriv (by norm_num)
    exact (h.exp.congr_deriv (mul_comm _ _)).deriv
  -- differentiate `f' = s f` repeatedly
  have hrec : ∀ n : ℕ, iteratedDeriv (n + 2) f
      = fun s => s * iteratedDeriv (n + 1) f s + (n + 1) * iteratedDeriv n f s := by
    intro n
    induction n with
    | zero =>
      funext s
      have ha := hD 1 s
      rw [h1] at ha
      have hb := (hasDerivAt_id' s).fun_mul (hD 0 s)
      have hc := ha.unique hb
      norm_num at hc ⊢
      linarith
    | succ n ih =>
      funext s
      have ha := hD (n + 2) s
      rw [ih] at ha
      have hb := ((hasDerivAt_id' s).fun_mul (hD (n + 1) s)).fun_add
        ((hD n s).const_mul ((n : ℝ) + 1))
      have hc := ha.unique hb
      push_cast
      linear_combination hc
  have h0 := congrFun (hrec k) 0
  simp only [zero_mul, zero_add] at h0
  rw [← iteratedDeriv_gaussian, ← iteratedDeriv_gaussian]
  exact h0
```

The recursion

m_{k+2} = (k + 1) m_k

supplies Gaussian moments for a concrete comparison. Let f(s) = exp(s²/2), so that f′ = s f. Differentiating this n + 1 times gives

f^(n+2)(s) = s f^(n+1)(s) + (n + 1) f^(n)(s).

For the induction step, differentiate once more. The product rule adds another f^(n+1), which turns the coefficient n + 1 into n + 2. At s = 0 the first term drops out, and the derivatives become moments.

In the proof, `hD` says that each iterated derivative is differentiable with the next one as its derivative, `h1` is f′ = s f, and `hrec` is the general formula. The step `ha.unique hb` equates two expressions for the same derivative.

```lean
lemma gaussianMoment_zero : gaussianMoment 0 = 1 := by simp [gaussianMoment]
```

The Gaussian is normalised: m_0 = 1.

```lean
lemma gaussianMoment_one : gaussianMoment 1 = 0 := by simp [gaussianMoment]
```

Its mean is zero: m_1 = 0.

```lean
lemma gaussianMoment_two : gaussianMoment 2 = 1 :=
  (gaussianMoment_add_two 0).trans (by rw [gaussianMoment_zero]; norm_num)
```

The recursion with k = 0 gives m_2 = 1 · m_0 = 1.

```lean
lemma gaussianMoment_three : gaussianMoment 3 = 0 :=
  (gaussianMoment_add_two 1).trans (by rw [gaussianMoment_one]; norm_num)
```

With k = 1 it gives m_3 = 2 · m_1 = 0.

```lean
/-- The Ising field `±1` with equal weights matches all Gaussian moments through order `3`. -/
theorem ising_field_matches (k : ℕ) (hk : k < 2 * 2) :
    fieldMoment ![1, -1] ![1 / 2, 1 / 2] k = gaussianMoment k := by
  have e : fieldMoment ![1, -1] ![1 / 2, 1 / 2] k
      = 1 / 2 * 1 ^ k + 1 / 2 * (-1) ^ k := by
    simp [fieldMoment, Fin.sum_univ_two]
  rw [e]
  interval_cases k
  · rw [gaussianMoment_zero]; norm_num
  · rw [gaussianMoment_one]; norm_num
  · rw [gaussianMoment_two]; norm_num
  · rw [gaussianMoment_three]; norm_num

end

end DiscreteHubbardStratonovich
```

The notation `![1, -1]` lists the two values of an Ising field, and `![1 / 2, 1 / 2]` lists their weights. The moments are

M_k = ½ · 1^k + ½ · (−1)^k,

which gives 1, 0, 1, 0 for k = 0, 1, 2, 3, the same as the Gaussian. The hypothesis `k < 2 * 2` restricts k to these four orders, and `interval_cases k` checks them one at a time. So for N = 2 the limiting order 2N − 1 = 3 is attained.

At order 4 the recursion gives m_4 = 3 · m_2 = 3, while M_4 = 1. The difference of 2 agrees with the defect formula:

∫ (t − 1)²(t + 1)² dγ = m_4 − 2m_2 + m_0 = 3 − 2 + 1 = 2.

```lean
#print axioms DiscreteHubbardStratonovich.no_field_matches_through_two_mul
#print axioms DiscreteHubbardStratonovich.no_hubbard_stratonovich_through_two_mul
#print axioms DiscreteHubbardStratonovich.ising_field_matches
```

```
'DiscreteHubbardStratonovich.no_field_matches_through_two_mul' depends on axioms: [propext, Classical.choice, Quot.sound]
'DiscreteHubbardStratonovich.no_hubbard_stratonovich_through_two_mul' depends on axioms: [propext, Classical.choice, Quot.sound]
'DiscreteHubbardStratonovich.ising_field_matches' depends on axioms: [propext, Classical.choice, Quot.sound]
```
